# Degeneracies at the gap set the low-temperature slope of the chemical potential for closed-shell, non-interacting electrons in finitely many levels

A degenerate level can be represented as one energy with a weight, or as several states that share an energy. The file below takes the second course: it lists one-electron states, and a degeneracy is a count of equal energies. With weighted levels, degeneracies would be input data and could be any positive real numbers; the electron number would become a weighted sum, and the limit would have the same form.

```lean
import Mathlib

open Filter Topology

noncomputable section

namespace LowTemperatureChemicalPotential

variable {ι : Type*} [Fintype ι]
```

The finite type `ι` labels the states. Spin states are separate labels.

```lean
/-- Fermi-Dirac occupation of a state of energy `E` at temperature `T > 0` (in energy units)
and chemical potential `μ`. -/
def fermi (T μ E : ℝ) : ℝ := 1 / (Real.exp ((E - μ) / T) + 1)
```

This is the Fermi function $f(E)=1/(e^{(E-\mu)/T}+1)$, with $k_B=1$, so `T` is an energy. The symbol `ℝ` says that all three arguments are real numbers.

```lean
/-- Mean number of electrons in the states with energies `e i`, at temperature `T > 0`. -/
def electronNumber (e : ι → ℝ) (T μ : ℝ) : ℝ := ∑ i, fermi T μ (e i)
```

A function `e : ι → ℝ` gives state $i$ the energy $e_i$. The mean electron number is $N(T,\mu)=\sum_i f(e_i)$. The energies are fixed: they depend on neither temperature nor occupation.

```lean
/-- Degeneracy of the level `E`: the number of states with exactly this energy. -/
def degeneracy (e : ι → ℝ) (E : ℝ) : ℕ := (Finset.univ.filter (fun i => e i = E)).card
```

This counts the states with energy exactly $E$. In the main theorem, $H$ is the highest level filled at zero temperature and $L$ the lowest empty one. Write $g$ for the degeneracy of $H$ and $h$ for that of $L$.

```lean
/-- Number of electrons that exactly fill all states with energy up to `H`. -/
def filledCount (e : ι → ℝ) (H : ℝ) : ℕ := (Finset.univ.filter (fun i => e i ≤ H)).card
```

This is $N_0$, the number of states with energy at most $H$. Both counts are natural numbers, which Lean converts to reals where needed.

```lean
/-- Particle-hole symmetry: the probability that a state is empty is a Fermi-Dirac occupation
with the signs of energy and chemical potential reversed. -/
theorem one_sub_fermi (T μ E : ℝ) : 1 - fermi T μ E = fermi T (-μ) (-E) := by
  unfold fermi
  have hxy : Real.exp ((E - μ) / T) * Real.exp ((-E - -μ) / T) = 1 := by
    rw [← Real.exp_add, Real.exp_eq_one_iff]
    ring
  have h1 : Real.exp ((E - μ) / T) + 1 ≠ 0 := by positivity
  have h2 : Real.exp ((-E - -μ) / T) + 1 ≠ 0 := by positivity
  have h3 : 1 / (Real.exp ((E - μ) / T) + 1) + 1 / (Real.exp ((-E - -μ) / T) + 1) = 1 := by
    rw [div_add_div _ _ h1 h2, div_eq_one_iff_eq (mul_ne_zero h1 h2)]
    linear_combination -hxy
  linarith
```

With $x=e^{(E-\mu)/T}$, the statement is
$$1-\frac1{x+1}=\frac{x}{x+1}=\frac1{x^{-1}+1}.$$
A hole is thus occupied like an electron with the signs of $E$ and $\mu$ reversed. In the proof, `hxy` says that the two exponentials multiply to 1.

```lean
/-- At fixed temperature `T > 0` the electron number does not decrease when the chemical
potential is raised. -/
theorem electronNumber_mono (e : ι → ℝ) {T : ℝ} (hT : 0 < T) :
    Monotone (electronNumber e T) := by
  intro a b hab
  unfold electronNumber fermi
  refine Finset.sum_le_sum fun i _ => ?_
  have h : Real.exp ((e i - b) / T) ≤ Real.exp ((e i - a) / T) := by gcongr
  exact one_div_le_one_div_of_le (by positivity) (by linarith)
```

For $T>0$, raising $\mu$ lowers each $e^{(e_i-\mu)/T}$, so no occupation decreases, and neither does their sum. `Monotone` means exactly this; the tactic `gcongr` supplies the inequality between exponentials.

```lean
/-- Let `H < L ≤ E`. At chemical potential `(H + L)/2 + cT` the occupation of `E`, times
`exp((L - H)/2T)`, tends as `T → 0+` to `exp c` if `E = L`, and to zero if `E` lies higher. -/
theorem tendsto_scaled_fermi {H L E : ℝ} (c : ℝ) (hHL : H < L) (hE : L ≤ E) :
    Tendsto (fun T => Real.exp ((L - H) / (2 * T)) * fermi T ((H + L) / 2 + T * c) E)
      (𝓝[>] 0) (𝓝 (if E = L then Real.exp c else 0)) := by
  have hinv : Tendsto (fun T : ℝ => T⁻¹) (𝓝[>] 0) atTop := tendsto_inv_nhdsGT_zero
  have hq : Tendsto (fun T : ℝ => Real.exp (-((L - H) / 2 * T⁻¹))) (𝓝[>] 0) (𝓝 0) :=
    Real.tendsto_exp_neg_atTop_nhds_zero.comp (hinv.const_mul_atTop (by linarith))
  have alg : ∀ A X Y : ℝ, 0 < A → 0 < X → 0 < Y → A * Y = 1 →
      (X + Y)⁻¹ = A * (1 / (A * X + 1)) := by
    intro A X Y hA hX hY h
    rw [show A * X + 1 = A * (X + Y) by linear_combination -h]
    field_simp
  -- absorb the large prefactor into the denominator of the Fermi function
  have key : (fun T => (Real.exp ((E - L) * T⁻¹ + -c)
      + Real.exp (-((L - H) / 2 * T⁻¹)))⁻¹) =ᶠ[𝓝[>] 0]
      (fun T => Real.exp ((L - H) / (2 * T)) * fermi T ((H + L) / 2 + T * c) E) := by
    filter_upwards [self_mem_nhdsWithin] with T hT
    have hT0 : T ≠ 0 := (Set.mem_Ioi.mp hT).ne'
    have h1 : Real.exp ((E - ((H + L) / 2 + T * c)) / T)
        = Real.exp ((L - H) / (2 * T)) * Real.exp ((E - L) * T⁻¹ + -c) := by
      rw [← Real.exp_add]
      congr 1
      linear_combination (-c) * (mul_inv_cancel₀ hT0)
    rw [fermi, h1]
    refine alg _ _ _ (Real.exp_pos _) (Real.exp_pos _) (Real.exp_pos _) ?_
    rw [← Real.exp_add, Real.exp_eq_one_iff]
    ring
  refine Tendsto.congr' key ?_
  split_ifs with h
  · rw [h]
    simp only [sub_self, zero_mul, zero_add]
    have hlim := (hq.const_add (Real.exp (-c))).inv₀
      (by rw [add_zero]; exact Real.exp_ne_zero _)
    have hc : (Real.exp (-c) + 0)⁻¹ = Real.exp c := by rw [add_zero, Real.exp_neg, inv_inv]
    rw [hc] at hlim
    exact hlim
  · have hpos : 0 < E - L := sub_pos.2 (lt_of_le_of_ne hE (Ne.symm h))
    have hX : Tendsto (fun T => Real.exp ((E - L) * T⁻¹ + -c)) (𝓝[>] 0) atTop :=
      Real.tendsto_exp_atTop.comp
        (tendsto_atTop_add_const_right _ (-c) (hinv.const_mul_atTop hpos))
    exact tendsto_inv_atTop_zero.comp (hX.atTop_add hq)
```

`Tendsto … (𝓝[>] 0) (𝓝 a)` reads "tends to $a$ as $T\to0^+$". Put $m=(H+L)/2$ and $\Delta=L-H$. At $\mu=m+cT$,
$$\frac{E-\mu}{T}=\frac{\Delta}{2T}+\frac{E-L}{T}-c .$$
Multiplying the occupation by $e^{\Delta/2T}$ therefore gives
$$e^{\Delta/2T}f(E)=\frac{1}{e^{(E-L)/T-c}+e^{-\Delta/2T}} .$$
The second term in the denominator vanishes in the limit. If $E=L$, the first is $e^{-c}$ and the limit is $e^{c}$; if $E>L$, it diverges and the limit is 0. The identity is `key`, and `split_ifs` separates the two cases.

```lean
/-- Let `E ≤ H < L`. At chemical potential `(H + L)/2 + cT` the hole probability of `E`, times
`exp((L - H)/2T)`, tends as `T → 0+` to `exp(-c)` if `E = H`, and to zero if `E` lies lower. -/
theorem tendsto_scaled_hole {H L E : ℝ} (c : ℝ) (hHL : H < L) (hE : E ≤ H) :
    Tendsto (fun T => Real.exp ((L - H) / (2 * T)) * (1 - fermi T ((H + L) / 2 + T * c) E))
      (𝓝[>] 0) (𝓝 (if E = H then Real.exp (-c) else 0)) := by
  -- particle-hole symmetry turns this into the statement for electrons
  have h := tendsto_scaled_fermi (-c) (neg_lt_neg hHL) (neg_le_neg hE)
  have hif : (if -E = -H then Real.exp (-c) else 0) = if E = H then Real.exp (-c) else 0 := by
    by_cases hh : E = H <;> simp [hh]
  rw [hif] at h
  refine h.congr fun T => ?_
  have a1 : -H - -L = L - H := by ring
  have a2 : (-L + -H) / 2 + T * -c = -((H + L) / 2 + T * c) := by ring
  rw [one_sub_fermi, a1, a2]
```

Reversing all signs turns $H<L$ into $-L<-H$, keeps $\Delta$, and replaces $m$ by $-m$ and $c$ by $-c$. The previous theorem then gives the scaled hole probability: $e^{-c}$ at $H$ and 0 below it.

```lean
/-- Let no state lie strictly between `H < L`. At chemical potential `(H + L)/2 + cT` the electron
number in excess of exact filling up to `H`, times `exp((L - H)/2T)`, tends to
`h exp(c) - g exp(-c)` as `T → 0+`, where `g` and `h` are the degeneracies of `H` and `L`. -/
theorem tendsto_scaled_excess (e : ι → ℝ) {H L : ℝ} (hHL : H < L)
    (hgap : ∀ i, e i ≤ H ∨ L ≤ e i) (c : ℝ) :
    Tendsto (fun T => Real.exp ((L - H) / (2 * T)) *
        (electronNumber e T ((H + L) / 2 + T * c) - filledCount e H)) (𝓝[>] 0)
      (𝓝 (degeneracy e L * Real.exp c - degeneracy e H * Real.exp (-c))) := by
  have hterm : ∀ i, Tendsto (fun T => Real.exp ((L - H) / (2 * T)) *
      (fermi T ((H + L) / 2 + T * c) (e i) - if e i ≤ H then (1 : ℝ) else 0)) (𝓝[>] 0)
      (𝓝 ((if e i = L then Real.exp c else 0) - if e i = H then Real.exp (-c) else 0)) := by
    intro i
    rcases hgap i with h | h
    · rw [if_neg (lt_of_le_of_lt h hHL).ne, zero_sub]
      refine (tendsto_scaled_hole c hHL h).neg.congr fun T => ?_
      simp only [if_pos h]
      ring
    · have hlt : H < e i := lt_of_lt_of_le hHL h
      rw [if_neg hlt.ne', sub_zero]
      refine (tendsto_scaled_fermi c hHL h).congr fun T => ?_
      simp only [if_neg (not_le_of_gt hlt), sub_zero]
  have hsum := tendsto_finsetSum Finset.univ (fun i _ => hterm i)
  have hlim : ∑ i, ((if e i = L then Real.exp c else 0) - if e i = H then Real.exp (-c) else 0)
      = degeneracy e L * Real.exp c - degeneracy e H * Real.exp (-c) := by
    simp [degeneracy, Finset.sum_sub_distrib, Finset.sum_ite]
  have hcount : ∑ i, (if e i ≤ H then (1 : ℝ) else 0) = filledCount e H := by
    simp [filledCount]
  rw [hlim] at hsum
  refine hsum.congr fun T => ?_
  rw [← Finset.mul_sum, Finset.sum_sub_distrib, hcount]
  rfl
```

The hypothesis `hgap` places every state at or below $H$, or at or above $L$. Hence
$$N-N_0=\sum_{e_i\ge L}f(e_i)-\sum_{e_i\le H}\bigl(1-f(e_i)\bigr).$$
Multiply by $e^{\Delta/2T}$ and take the limit of each term. Only the states at $L$ and $H$ contribute, giving $h\,e^{c}-g\,e^{-c}$. In Lean, `hterm` is the limit for one state, and `tendsto_finsetSum` adds the finitely many limits.

```lean
/-- Let the levels `H < L` be present with no state between them, and let `μ(T)` give, for each
`T > 0`, the electron number that exactly fills all states up to `H`. Then
`(μ(T) - (H + L)/2)/T` tends to half the logarithm of the degeneracy ratio of `H` to `L`
as `T → 0+`. -/
theorem tendsto_chemicalPotential_offset (e : ι → ℝ) (μ : ℝ → ℝ) {H L : ℝ} (hHL : H < L)
    (hgap : ∀ i, e i ≤ H ∨ L ≤ e i) (hg : 0 < degeneracy e H) (hh : 0 < degeneracy e L)
    (hμ : ∀ T > 0, electronNumber e T (μ T) = filledCount e H) :
    Tendsto (fun T => (μ T - (H + L) / 2) / T) (𝓝[>] 0)
      (𝓝 (1 / 2 * Real.log (degeneracy e H / degeneracy e L))) := by
  have hg' : (0 : ℝ) < degeneracy e H := by exact_mod_cast hg
  have hh' : (0 : ℝ) < degeneracy e L := by exact_mod_cast hh
  have hbal : ∀ c : ℝ, degeneracy e L * Real.exp c - degeneracy e H * Real.exp (-c)
      = degeneracy e L * Real.exp (-c) *
        (Real.exp (2 * c) - degeneracy e H / degeneracy e L) := by
    intro c
    have h1 : Real.exp c = Real.exp (-c) * Real.exp (2 * c) := by
      rw [← Real.exp_add]
      congr 1
      ring
    have h2 : (degeneracy e L : ℝ) * (degeneracy e H / degeneracy e L) = degeneracy e H := by
      field_simp
    linear_combination (degeneracy e L : ℝ) * h1 + Real.exp (-c) * h2
  refine tendsto_order.2 ⟨fun c hc => ?_, fun c hc => ?_⟩
  · -- a trial offset below the limit gives too few electrons
    have hneg : degeneracy e L * Real.exp c - degeneracy e H * Real.exp (-c) < 0 := by
      rw [hbal]
      exact mul_neg_of_pos_of_neg (by positivity)
        (sub_neg.2 ((Real.lt_log_iff_exp_lt (by positivity)).1 (by linarith)))
    filter_upwards [(tendsto_scaled_excess e hHL hgap c).eventually_lt_const hneg,
      self_mem_nhdsWithin] with T hT hTmem
    have hT0 : 0 < T := hTmem
    rw [lt_div_iff₀ hT0]
    by_contra hcon
    have hle : μ T ≤ (H + L) / 2 + T * c := by linarith [not_lt.1 hcon]
    have hN := electronNumber_mono e hT0 hle
    rw [hμ T hT0] at hN
    have := mul_nonneg (Real.exp_pos ((L - H) / (2 * T))).le (sub_nonneg.2 hN)
    linarith
  · -- a trial offset above the limit gives too many electrons
    have hpos : 0 < degeneracy e L * Real.exp c - degeneracy e H * Real.exp (-c) := by
      rw [hbal]
      exact mul_pos (by positivity)
        (sub_pos.2 ((Real.log_lt_iff_lt_exp (by positivity)).1 (by linarith)))
    filter_upwards [(tendsto_scaled_excess e hHL hgap c).eventually_const_lt hpos,
      self_mem_nhdsWithin] with T hT hTmem
    have hT0 : 0 < T := hTmem
    rw [div_lt_iff₀ hT0]
    by_contra hcon
    have hle : (H + L) / 2 + T * c ≤ μ T := by linarith [not_lt.1 hcon]
    have hN := electronNumber_mono e hT0 hle
    rw [hμ T hT0] at hN
    have := mul_nonneg (Real.exp_pos ((L - H) / (2 * T))).le (sub_nonneg.2 hN)
    linarith

end LowTemperatureChemicalPotential
```

The hypotheses `hg` and `hh` say that both levels are present, and `hμ` says that $N(T,\mu(T))=N_0$ for every $T>0$. The function $\mu(T)$ is given, not constructed. The conclusion is
$$\frac{\mu(T)-m}{T}\to c_*=\tfrac12\ln\frac gh .$$

To prove it, write the previous limit as
$$h e^{c}-g e^{-c}=h e^{-c}\left(e^{2c}-\frac gh\right),$$
which is `hbal`. This is negative for $c<c_*$ and positive for $c>c_*$.

Take $c<c_*$. For all sufficiently small $T>0$, $N(T,m+cT)<N_0$. If $\mu(T)\le m+cT$, monotonicity would give $N_0\le N(T,m+cT)$, a contradiction. So $(\mu(T)-m)/T>c$. For $c>c_*$ the same argument with the inequalities reversed gives $(\mu(T)-m)/T<c$. Since $c$ can be as close to $c_*$ as we like, the limit follows. `tendsto_order.2` reduces the limit to these two bounds, and `by_contra` starts each contradiction.

For finitely many fixed one-electron levels, with the mean electron number held at the value that exactly fills those up to $H$ (a closed shell), this tells us where the Fermi level goes as Fermi-Dirac smearing is reduced: to midgap, with a correction linear in $T$ towards the less degenerate of the two levels. If $g=h$, the linear correction vanishes.

```lean
#print axioms LowTemperatureChemicalPotential.tendsto_chemicalPotential_offset
```

```
'LowTemperatureChemicalPotential.tendsto_chemicalPotential_offset' depends on axioms: [propext, Classical.choice, Quot.sound]
```
